# Kinematic limits of momentum transfer and the logarithm $\ln(q_+/q_-)$

In the dielectric description of a fast electron in matter, the probability per unit path length of losing an energy $w$ is proportional to $\int L(q,w)\,dq/q$, where $q$ is the magnitude of the momentum handed to the medium and $L$ is the loss function. Taken over all $q>0$, this integral diverges logarithmically at small $q$ whenever $L(q,w)$ has a nonzero limit as $q\to 0$, and the bare factor $dq/q$ diverges at large $q$ too. Conservation of energy and momentum restricts $q$ to a finite range. For a non-relativistic electron of momentum $k$ and a loss $0<w\le k^2/2$, in atomic units, the rough cutoffs $q\approx w/k$ and $q\approx 2k$ give $\ln(2k^2/w)$, but they come with no statement of the error. The exact range is $q_-\le q\le q_+$ with $q_\pm=k\pm\sqrt{k^2-2w}$, the exact integral of $dq/q$ is $\ln(q_+/q_-)$, and it differs from $\ln(2k^2/w)$ by at most $4w/k^2$.

```lean
import Mathlib

open Set Filter Topology MeasureTheory

namespace InelasticKinematics

noncomputable section
```

## The model

Atomic units are used, so a free non-relativistic electron of momentum $k$ has kinetic energy $k^2/2$. Let $\mu$ be the cosine of the angle between the initial momentum and the transferred momentum. The energy lost by the electron is
$$w = kq\mu-\tfrac12 q^2 .$$
In Lean $k$, $q$ and $\mu$ are plain real numbers, and sign conditions enter as hypotheses of the individual theorems. A negative $w$ is an energy gain.

```lean
/-- Energy lost (atomic units) by an electron of momentum `k` that transfers momentum `q`
at direction cosine `μ` relative to its initial momentum. -/
def energyLoss (k q μ : ℝ) : ℝ := k * q * μ - q ^ 2 / 2
```

For transfer along the direction of motion, $\mu=1$, the balance is the quadratic equation $q^2-2kq+2w=0$. With $s=\sqrt{k^2-2w}$, which is the magnitude of the final momentum since $s^2/2=k^2/2-w$, the smaller root is $q_-=k-s$.

```lean
/-- The lower kinematic limit `q₋ = k - √(k² - 2w)` for energy loss `w`. -/
def qMinus (k w : ℝ) : ℝ := k - Real.sqrt (k ^ 2 - 2 * w)
```

The larger root is $q_+=k+s$, which corresponds to an electron whose direction is reversed.

```lean
/-- The upper kinematic limit `q₊ = k + √(k² - 2w)` for energy loss `w`. -/
def qPlus (k w : ℝ) : ℝ := k + Real.sqrt (k ^ 2 - 2 * w)
```

A transfer $q>0$ is called allowed at given $k$ and $w$ if some $\mu\in[-1,1]$ satisfies the balance. The set is defined by this physical condition and makes no reference to $q_\pm$; `Icc (-1 : ℝ) 1` is the closed interval. The definition takes every cosine in $[-1,1]$ to be available, as it is for motion in two or more dimensions, whereas on a line only $\mu=\pm1$ would occur.

```lean
/-- The momentum transfers `q > 0` for which some direction cosine in `[-1, 1]` gives
energy loss `w`. -/
def allowedMomenta (k w : ℝ) : Set ℝ :=
  {q | 0 < q ∧ ∃ μ ∈ Icc (-1 : ℝ) 1, w = energyLoss k q μ}
```

The kinematic logarithm is the Lebesgue integral of $1/q$ over this set. It is the $q$-integral of the opening formula with $L$ set to 1.

```lean
/-- The integral of `dq / q` over the allowed momentum transfers. -/
def kinematicLog (k w : ℝ) : ℝ := ∫ q in allowedMomenta k w, 1 / q
```

## From vectors to the scalar formula

If the momentum vector changes from $\mathbf k$ to $\mathbf k-\mathbf q$, the kinetic energy drops by
$$\tfrac12|\mathbf k|^2-\tfrac12|\mathbf k-\mathbf q|^2=\mathbf k\cdot\mathbf q-\tfrac12|\mathbf q|^2=|\mathbf k||\mathbf q|\cos\theta-\tfrac12|\mathbf q|^2,$$
with $\theta$ the angle between $\mathbf k$ and $\mathbf q$. The theorem states this in any real inner product space `E`, of which ordinary three-dimensional space is one case. In this theorem alone `k` and `q` are vectors, and their norms fill the first two slots of `energyLoss`. The lemma `norm_sub_sq_real` expands the square, and `h` replaces the inner product by $\cos\theta\,|\mathbf k||\mathbf q|$.

```lean
/-- The drop in kinetic energy when the momentum vector goes from `k` to `k - q` is
`|k| |q| cos θ - |q|²/2`, with `θ` the angle between `k` and `q`. -/
theorem kinetic_drop_eq_energyLoss {E : Type*} [NormedAddCommGroup E] [InnerProductSpace ℝ E]
    (k q : E) :
    ‖k‖ ^ 2 / 2 - ‖k - q‖ ^ 2 / 2
      = energyLoss ‖k‖ ‖q‖ (Real.cos (InnerProductGeometry.angle k q)) := by
  have h := InnerProductGeometry.cos_angle_mul_norm_mul_norm k q
  rw [norm_sub_sq_real, energyLoss, ← h]
  ring
```

## The largest possible loss

Completing the square in $q$ gives
$$\tfrac12k^2-\left(kq\mu-\tfrac12q^2\right)=\tfrac12(q-k\mu)^2+\tfrac12k^2(1-\mu^2)\ge0$$
for $\mu\in[-1,1]$. The electron cannot lose more than its kinetic energy, whatever the signs of $k$ and $q$. The two non-negative terms are the two hints given to the final `nlinarith`. The hypothesis $w\le k^2/2$ in the later theorems therefore excludes only losses for which no transfer is allowed.

```lean
/-- For a direction cosine in `[-1, 1]` the energy loss is at most the initial kinetic
energy `k²/2`. -/
theorem energyLoss_le (k q μ : ℝ) (hμ : μ ∈ Icc (-1 : ℝ) 1) :
    energyLoss k q μ ≤ k ^ 2 / 2 := by
  have h : 0 ≤ 1 - μ ^ 2 := by nlinarith [hμ.1, hμ.2]
  unfold energyLoss
  nlinarith [sq_nonneg (q - k * μ), mul_nonneg (sq_nonneg k) h]
```

## Sum, product and order of the limits

For $w\le k^2/2$ the radicand is non-negative and $s^2=k^2-2w$, recorded as `hs2`. Then
$$q_-+q_+=2k,\qquad q_-q_+=k^2-s^2=2w .$$

```lean
/-- For `w ≤ k²/2` the kinematic limits have sum `2k` and product `2w`. -/
theorem limits_sum_prod (k w : ℝ) (hw : w ≤ k ^ 2 / 2) :
    qMinus k w + qPlus k w = 2 * k ∧ qMinus k w * qPlus k w = 2 * w := by
  have hs2 : Real.sqrt (k ^ 2 - 2 * w) ^ 2 = k ^ 2 - 2 * w := Real.sq_sqrt (by linarith)
  unfold qMinus qPlus
  constructor
  · ring
  · linear_combination (-1 : ℝ) * hs2
```

For $k>0$ and $w>0$ one has $0\le s<k$, because $k^2-2w<k^2$. Adding and subtracting $s$ gives
$$0<q_-\le k\le q_+<2k .$$
The Lean statement carries no upper bound on $w$, because `Real.sqrt` returns 0 on a negative argument, so that $q_-=q_+=k$ for $w>k^2/2$; the inequalities remain true there but describe no collision.

```lean
/-- For `k > 0` and `w > 0` the limits are ordered as `0 < q₋ ≤ k ≤ q₊ < 2k`. -/
theorem limits_order (k w : ℝ) (hk : 0 < k) (hw : 0 < w) :
    0 < qMinus k w ∧ qMinus k w ≤ k ∧ k ≤ qPlus k w ∧ qPlus k w < 2 * k := by
  have hs := Real.sqrt_nonneg (k ^ 2 - 2 * w)
  have hlt : Real.sqrt (k ^ 2 - 2 * w) < k := (Real.sqrt_lt' hk).2 (by linarith)
  unfold qMinus qPlus
  refine ⟨?_, ?_, ?_, ?_⟩ <;> linarith
```

## The allowed range

Let $k>0$, $q>0$ and $w\le k^2/2$, with $w$ of either sign. Suppose first that some $\mu\in[-1,1]$ gives the loss $w$. Then $s^2=k^2-2w=k^2-2kq\mu+q^2$, and
$$s^2-(q-k)^2=2kq(1-\mu)\ge0,\qquad (q+k)^2-s^2=2kq(1+\mu)\ge0 .$$
Since $s\ge0$ and $q+k>0$, taking roots gives $-s\le q-k\le s$ and $s\le q+k$. Rearranged, these are $k-s\le q$, $q\le k+s$ and $s-k\le q$, that is
$$|q_-|\le q\le q_+ ,$$
the triangle inequalities for the lengths $k$, $q$ and $s$.

Conversely, assume these bounds and solve the balance for the cosine, $\mu=(w+q^2/2)/(kq)$, which is possible because $kq>0$. With $2w=k^2-s^2$,
$$2kq(1+\mu)=(q+k-s)(q+k+s),\qquad 2kq(1-\mu)=\big(s-(q-k)\big)\big(s+(q-k)\big).$$
All four factors are non-negative under the assumed bounds, so $-1\le\mu\le1$.

In the proof, `generalize` replaces the square root by a variable `s` that keeps only $s\ge0$ and $s^2=k^2-2w$. The facts `hu` and `hl` are the two squared inequalities, and `abs_le_of_sq_le_sq'` takes the roots. In the converse direction the explicit $\mu$ is supplied as the witness, the denominators are cleared with `le_div_iff₀` and `div_le_iff₀`, and the two factorised products are the hints to `nlinarith`.

```lean
/-- For `k, q > 0` and any `w ≤ k²/2`, of either sign, some direction cosine in `[-1, 1]`
gives energy loss `w` exactly when `|q₋| ≤ q ≤ q₊`. -/
theorem allowed_iff_abs (k q w : ℝ) (hk : 0 < k) (hq : 0 < q) (hw : w ≤ k ^ 2 / 2) :
    (∃ μ ∈ Icc (-1 : ℝ) 1, w = energyLoss k q μ) ↔ |qMinus k w| ≤ q ∧ q ≤ qPlus k w := by
  have hs := Real.sqrt_nonneg (k ^ 2 - 2 * w)
  have hs2 : Real.sqrt (k ^ 2 - 2 * w) ^ 2 = k ^ 2 - 2 * w := Real.sq_sqrt (by linarith)
  have hkq : 0 < k * q := mul_pos hk hq
  unfold qMinus qPlus energyLoss
  -- `s` is the final momentum
  generalize Real.sqrt (k ^ 2 - 2 * w) = s at hs hs2 ⊢
  constructor
  · rintro ⟨μ, ⟨h1, h2⟩, h⟩
    -- `μ ≤ 1` and `μ ≥ -1` read `(q - k)² ≤ s² ≤ (q + k)²`
    have hu : (q - k) ^ 2 ≤ s ^ 2 := by
      nlinarith [mul_nonneg hkq.le (sub_nonneg.2 h2)]
    have hl : s ^ 2 ≤ (q + k) ^ 2 := by
      nlinarith [mul_nonneg hkq.le (show 0 ≤ 1 + μ by linarith)]
    obtain ⟨a1, a2⟩ := abs_le_of_sq_le_sq' hu hs
    obtain ⟨_, a3⟩ := abs_le_of_sq_le_sq' hl (by linarith)
    exact ⟨abs_le.2 ⟨by linarith, by linarith⟩, by linarith⟩
  · rintro ⟨h1, h2⟩
    obtain ⟨a1, a2⟩ := abs_le.1 h1
    -- solve the energy balance for `μ`
    refine ⟨(w + q ^ 2 / 2) / (k * q), ⟨?_, ?_⟩, ?_⟩
    · rw [le_div_iff₀ hkq]
      nlinarith [mul_nonneg (show 0 ≤ q + k - s by linarith) (show 0 ≤ q + k + s by linarith)]
    · rw [div_le_iff₀ hkq]
      nlinarith [mul_nonneg (show 0 ≤ s - (q - k) by linarith)
        (show 0 ≤ s + (q - k) by linarith)]
    · have e : k * q * ((w + q ^ 2 / 2) / (k * q)) = w + q ^ 2 / 2 := by
        field_simp
      linarith
```

For $0\le w\le k^2/2$ one has $s\le k$, so $q_-\ge0$ and the absolute value is redundant:
$$\exists\,\mu\in[-1,1]:\ w=kq\mu-\tfrac12q^2\iff q_-\le q\le q_+ .$$
Both endpoints of the range of $w$ are included. At $w=k^2/2$ the electron is stopped and only $q=k$ is allowed. At $w=0$, elastic scattering, the condition is $0<q\le2k$.

```lean
/-- For `k, q > 0` and `0 ≤ w ≤ k²/2`, some direction cosine in `[-1, 1]` gives energy
loss `w` exactly when `q₋ ≤ q ≤ q₊`. -/
theorem allowed_iff (k q w : ℝ) (hk : 0 < k) (hq : 0 < q) (hw0 : 0 ≤ w)
    (hw : w ≤ k ^ 2 / 2) :
    (∃ μ ∈ Icc (-1 : ℝ) 1, w = energyLoss k q μ) ↔ qMinus k w ≤ q ∧ q ≤ qPlus k w := by
  have hle : Real.sqrt (k ^ 2 - 2 * w) ≤ k := Real.sqrt_le_iff.2 ⟨hk.le, by linarith⟩
  have h0 : 0 ≤ qMinus k w := by
    unfold qMinus
    linarith
  rw [allowed_iff_abs k q w hk hq hw, abs_of_nonneg h0]
```

The hypothesis $w\ge0$ is needed for the form without the absolute value. Take $k=1$ and $w=-3/2$, so that $s=2$, $q_-=-1$ and $q_+=3$. The transfer $q=1/2$ satisfies $q_-\le q\le q_+$, yet the balance requires $\mu=(-3/2+1/8)/(1/2)=-11/4$, which is not a cosine. The correct lower limit is $|q_-|=1$, reached at $\mu=-1$.

## The integral

For $k>0$ and $0<w\le k^2/2$ the lower limit is strictly positive. Every $q$ in $[q_-,q_+]$ is then positive, and the allowed set is exactly this closed interval. The function $1/q$ is continuous on it, hence integrable, and
$$\int_{q_-}^{q_+}\frac{dq}{q}=\ln q_+-\ln q_-=\ln\frac{q_+}{q_-}.$$
The theorem states three things: the equality of sets, integrability of $1/q$ on the allowed set, and the value. The set equality `hset` applies `allowed_iff` in each direction. For the value, the integral over the closed interval is rewritten as an interval integral from $q_-$ to $q_+$, which uses $q_-\le k\le q_+$, and `integral_one_div_of_pos` evaluates it between two positive endpoints. The strict inequality $w>0$ matters here: at $w=0$ the allowed set is $(0,2k]$ and the integral of $1/q$ diverges at the lower end.

```lean
/-- For `k > 0` and `0 < w ≤ k²/2` the allowed momentum transfers form the interval
`[q₋, q₊]`, `1/q` is integrable on it, and its integral is `ln (q₊ / q₋)`. -/
theorem kinematicLog_eq (k w : ℝ) (hk : 0 < k) (hw0 : 0 < w) (hw : w ≤ k ^ 2 / 2) :
    allowedMomenta k w = Icc (qMinus k w) (qPlus k w) ∧
    IntegrableOn (fun q : ℝ => 1 / q) (allowedMomenta k w) ∧
    kinematicLog k w = Real.log (qPlus k w / qMinus k w) := by
  obtain ⟨h1, h2, h3, _⟩ := limits_order k w hk hw0
  have hset : allowedMomenta k w = Icc (qMinus k w) (qPlus k w) := by
    ext q
    constructor
    · rintro ⟨hq, h⟩
      exact (allowed_iff k q w hk hq hw0.le hw).1 h
    · intro h
      have hq : 0 < q := lt_of_lt_of_le h1 h.1
      exact ⟨hq, (allowed_iff k q w hk hq hw0.le hw).2 h⟩
  refine ⟨hset, ?_, ?_⟩
  · rw [hset]
    apply ContinuousOn.integrableOn_Icc
    exact continuousOn_const.div continuousOn_id
      (fun q hq => (lt_of_lt_of_le h1 hq.1).ne')
  · rw [kinematicLog, hset, integral_Icc_eq_integral_Ioc,
      ← intervalIntegral.integral_of_le (h2.trans h3)]
    exact integral_one_div_of_pos h1 (by linarith)
```

## The error of the high-energy form

Write $a=q_-$ and $b=q_+$, as the proof does, still with $k>0$ and $0<w\le k^2/2$. The product rule $w=ab/2$ turns the ratio of the two arguments into a square,
$$\frac{b/a}{2k^2/w}=\frac{b\,w}{2ak^2}=\frac{b^2}{4k^2}=x^2,\qquad x=\frac{b}{2k},$$
so that, exactly,
$$\ln\frac{q_+}{q_-}-\ln\frac{2k^2}{w}=2\ln\frac{q_+}{2k}.$$
Because $b<2k$, one has $x<1$ and the difference is not positive. For the lower bound, the inequality $\ln x\ge1-1/x$ for $x>0$ and the sum rule $a+b=2k$ give
$$\ln x\ge1-\frac{2k}{b}=-\frac ab ,$$
and $b\ge k$ gives $a/b=ab/b^2=2w/b^2\le2w/k^2$. Together,
$$-\frac{4w}{k^2}\le\ln\frac{q_+}{q_-}-\ln\frac{2k^2}{w}\le0 .$$
The high-energy form thus never underestimates the exact logarithm. In terms of the kinetic energy $T=k^2/2$ it reads $\ln(4T/w)$, and the error is at most $2w/T$. This is a bound and not an estimate: for $w\ll k^2$ the expansion $q_+\approx2k-w/k$ in the exact identity gives a difference close to $-w/k^2$, a quarter of the bound.

After the two `generalize` steps the proof knows of $a$ and $b$ only $0<a$, $k\le b<2k$ and their sum and product. The ratio is `hr`, the exact identity is `heq`, the logarithmic inequality is `Real.one_sub_inv_le_log_of_pos`, `e` evaluates $1-1/x$, and `hab` is the estimate of $a/b$, obtained after cross-multiplying from $a(b^2-k^2)\ge0$. The upper bound is `Real.log_nonpos` applied to $x\le1$.

```lean
/-- For `k > 0` and `0 < w ≤ k²/2`, the difference `ln (q₊/q₋) - ln (2k²/w)` equals
`2 ln (q₊ / 2k)` and lies between `-4w/k²` and `0`. -/
theorem log_error (k w : ℝ) (hk : 0 < k) (hw0 : 0 < w) (hw : w ≤ k ^ 2 / 2) :
    Real.log (qPlus k w / qMinus k w) - Real.log (2 * k ^ 2 / w)
        = 2 * Real.log (qPlus k w / (2 * k)) ∧
    Real.log (qPlus k w / qMinus k w) - Real.log (2 * k ^ 2 / w)
        ∈ Icc (-(4 * w / k ^ 2)) 0 := by
  obtain ⟨ha, _, hkb, hb2⟩ := limits_order k w hk hw0
  obtain ⟨hsum, hprod⟩ := limits_sum_prod k w hw
  generalize qMinus k w = a at ha hsum hprod ⊢
  generalize qPlus k w = b at hkb hb2 hsum hprod ⊢
  have hb : 0 < b := by linarith
  have hx : 0 < b / (2 * k) := by positivity
  -- `q₋ q₊ = 2w` turns the ratio of the two arguments into a square
  have hr : b / a / (2 * k ^ 2 / w) = (b / (2 * k)) ^ 2 := by
    have hw' : w = a * b / 2 := by linarith
    rw [hw']
    field_simp
  have heq : Real.log (b / a) - Real.log (2 * k ^ 2 / w) = 2 * Real.log (b / (2 * k)) := by
    rw [← Real.log_div (by positivity) (by positivity), hr, Real.log_pow]
    norm_num
  refine ⟨heq, ?_, ?_⟩
  · -- `ln x ≥ 1 - 1/x = -q₋/q₊` and `q₋/q₊ ≤ 2w/k²`
    have hlog := Real.one_sub_inv_le_log_of_pos hx
    have e : 1 - (b / (2 * k))⁻¹ = -(a / b) := by
      have ha' : a = 2 * k - b := by linarith
      rw [ha']
      field_simp
      ring
    have hab : a / b ≤ 2 * w / k ^ 2 := by
      rw [div_le_div_iff₀ hb (by positivity), ← hprod]
      have hsq : 0 ≤ b ^ 2 - k ^ 2 := by nlinarith
      nlinarith [mul_nonneg ha.le hsq]
    have e4 : 4 * w / k ^ 2 = 2 * (2 * w / k ^ 2) := by ring
    rw [heq, e4]
    linarith
  · have := Real.log_nonpos hx.le ((div_le_one (by positivity)).2 hb2.le)
    rw [heq]
    linarith
```

As a numerical instance take $w=8$. At $k=5$ the final momentum is $s=\sqrt{25-16}=3$, so $q_-=2$ and $q_+=8$, with sum $10=2k$ and product $16=2w$. The transfer $q=4$ lies in the range and needs $\mu=(8+8)/20=0.8$. The exact logarithm is $\ln4\approx1.386$, the high-energy form is $\ln6.25\approx1.833$, and the difference $-0.446$ equals $2\ln0.8$ and lies above the bound $-32/25=-1.28$. At $k=8.5$ one finds $s=7.5$, $q_-=1$, $q_+=16$, $\ln16\approx2.773$ against $\ln18.0625\approx2.894$, and a difference $2\ln(16/17)\approx-0.121$ above the bound $-0.443$. These numbers and the counter-example above are worked by hand and are not part of the Lean code.

## The limit of large momentum

Fix $w>0$ and let $k\to\infty$. For all sufficiently large $k$ both $k>0$ and $w\le k^2/2$ hold, so the two-sided bound applies. Its lower end $-4w/k^2$ tends to 0 and its upper end is 0, hence
$$\lim_{k\to\infty}\left[\ln\frac{q_+}{q_-}-\ln\frac{2k^2}{w}\right]=0 .$$
For the same large $k$ the integral over the allowed set equals $\ln(q_+/q_-)$, so the integral minus $\ln(2k^2/w)$ has the same limit. The statement concerns the difference of the logarithms, which is stronger than convergence of their ratio to 1, as both grow without bound.

In Lean, `Tendsto` from `atTop` to `𝓝 0` is the limit as the real variable $k$ goes to $+\infty$. The statement `hev` says that the two conditions on $k$ hold eventually, `hlow` is the limit of the lower bound, and `tendsto_of_tendsto_of_tendsto_of_le_of_le'` is the squeeze theorem for inequalities that hold eventually. The second limit follows by `hmain.congr'`, since the two functions agree eventually by `kinematicLog_eq`. The limit is taken at one fixed $w$; the dependence on $w$ is controlled by the explicit bound in `log_error`.

```lean
/-- At fixed energy loss `w > 0`, both `ln (q₊/q₋) - ln (2k²/w)` and the integral of
`dq/q` over the allowed range minus `ln (2k²/w)` tend to zero as `k → ∞`. -/
theorem log_error_tendsto (w : ℝ) (hw0 : 0 < w) :
    Tendsto (fun k => Real.log (qPlus k w / qMinus k w) - Real.log (2 * k ^ 2 / w))
      atTop (𝓝 0) ∧
    Tendsto (fun k => kinematicLog k w - Real.log (2 * k ^ 2 / w)) atTop (𝓝 0) := by
  have hsq : Tendsto (fun k : ℝ => k ^ 2) atTop atTop := tendsto_pow_atTop two_ne_zero
  have hev : ∀ᶠ k : ℝ in atTop, 0 < k ∧ w ≤ k ^ 2 / 2 := by
    filter_upwards [eventually_gt_atTop 0, hsq.eventually_ge_atTop (2 * w)] with k h1 h2
    exact ⟨h1, by linarith⟩
  have hlow : Tendsto (fun k : ℝ => -(4 * w / k ^ 2)) atTop (𝓝 0) := by
    have h : Tendsto (fun k : ℝ => 4 * w / k ^ 2) atTop (𝓝 0) :=
      tendsto_const_nhds.div_atTop hsq
    have h' := h.neg
    rwa [neg_zero] at h'
  -- squeeze between `-4w/k²` and `0`
  have hmain : Tendsto
      (fun k => Real.log (qPlus k w / qMinus k w) - Real.log (2 * k ^ 2 / w))
      atTop (𝓝 0) :=
    tendsto_of_tendsto_of_tendsto_of_le_of_le' hlow tendsto_const_nhds
      (hev.mono fun k h => (log_error k w h.1 hw0 h.2).2.1)
      (hev.mono fun k h => (log_error k w h.1 hw0 h.2).2.2)
  refine ⟨hmain, hmain.congr' ?_⟩
  filter_upwards [hev] with k h
  rw [(kinematicLog_eq k w h.1 hw0 h.2).2.2]

end

end InelasticKinematics
```

```lean
#print axioms InelasticKinematics.kinetic_drop_eq_energyLoss
-- 'InelasticKinematics.kinetic_drop_eq_energyLoss' depends on axioms: [propext, Classical.choice, Quot.sound]
#print axioms InelasticKinematics.energyLoss_le
-- 'InelasticKinematics.energyLoss_le' depends on axioms: [propext, Classical.choice, Quot.sound]
#print axioms InelasticKinematics.kinematicLog_eq
-- 'InelasticKinematics.kinematicLog_eq' depends on axioms: [propext, Classical.choice, Quot.sound]
#print axioms InelasticKinematics.log_error_tendsto
-- 'InelasticKinematics.log_error_tendsto' depends on axioms: [propext, Classical.choice, Quot.sound]
```

## Bearing on mean free paths and stopping

The limits $q_\pm$ are the integration limits in $q$ when an inelastic mean free path or a stopping power is computed from a loss function, for a non-relativistic electron with free-particle dispersion $k^2/2$, without exchange and without any restriction of the final state by occupied levels of the medium. The theorems are kinematic: the medium enters only as a sink for $w$ and $q$, and no loss function, cross section or integral over $w$ appears in them. The value $\ln(q_+/q_-)$ is the $q$-integral for a loss function set to 1; a loss function independent of $q$ multiplies it by a constant. It is not the logarithm in Bethe's stopping formula, whose argument contains the mean excitation energy of the target instead of a single loss $w$.
